# Reference and pair amplitudes have opposite signs in the ground state when the only couplings are positive ones between the pairs and the reference

The natural occupation numbers of a two-electron singlet, $2c_0^2$ and $2c_k^2$ for normalised real amplitudes, leave the signs of the amplitudes open. Reversing the sign of one $c_k$ leaves the one-particle density matrix unchanged but in general not the energy, which in the model below is

$$\sum_k d_k c_k^2+2\sum_k K_k c_0c_k .$$

If $c_0c_k<0$ is the right choice, the wrong one costs $4K_k|c_0c_k|$. For this finite model, with $d_k>0$ and $K_k>0$, the ground state always has $c_0c_k<0$.

## The model and its ground state

Put two electrons in a reference orbital, or promote both to orbital $k$. The labels $k$ form a finite type `ι`, possibly empty; in `Option ι`, `none` is the reference and `some k` the excitation.

```lean
import Mathlib

open Matrix

namespace NaturalAmplitudeSigns

noncomputable section

variable {ι : Type*} [Fintype ι] [DecidableEq ι]
```

The reference energy is the zero of energy, and $d_k$ is the cost of promoting the pair. The coupling $K_k$ stands for an exchange integral, which for real orbitals is the Coulomb self-repulsion of the product of the two orbitals, hence positive. The matrix has entries

$$H_{00}=0,\qquad H_{0k}=H_{k0}=K_k,\qquad H_{jk}=d_j\delta_{jk}.$$

Helium also has couplings between excited pairs. They are exchange integrals too and disfavour equal signs among the $c_k$, so the model does not settle the signs for the full atom.

```lean
/-- The Hamiltonian matrix of a reference configuration `none` at energy zero, coupled by `K k`
to pair excitations `some k` of energy `d k` that are not coupled to each other. -/
def pairMatrix (d K : ι → ℝ) : Matrix (Option ι) (Option ι) ℝ :=
  Matrix.of fun i j => match i, j with
    | none, none => 0
    | none, some k => K k
    | some k, none => K k
    | some j, some k => if j = k then d j else 0
```

A ground state is a nonzero real vector $c$ with $Hc=Ec$ and $E\le\mu$ for every eigenvalue $\mu$. It need not be normalised, since scaling does not affect relative signs.

```lean
/-- The vector `c` is a nonzero eigenvector of the pair matrix with eigenvalue `E`, and no
eigenvalue of the matrix is lower than `E`. -/
def IsGroundState (d K : ι → ℝ) (E : ℝ) (c : Option ι → ℝ) : Prop :=
  c ≠ 0 ∧ pairMatrix d K *ᵥ c = E • c ∧
    ∀ (μ : ℝ) (v : Option ι → ℝ), v ≠ 0 → pairMatrix d K *ᵥ v = μ • v → E ≤ μ
```

Below all $d_k$, the energies will be the zeros of

$$s(E)=E+\sum_k\frac{K_k^2}{d_k-E}.$$

```lean
omit [DecidableEq ι] in
/-- The secular function `E + ∑ K k ^ 2 / (d k - E)`, for energies `E` different from
every `d k`. -/
def secular (d K : ι → ℝ) (E : ℝ) : ℝ := E + ∑ k, K k ^ 2 / (d k - E)
```

## From the eigenvalue equation to the secular equation

With $c_0$ for `c none` and $c_k$ for `c (some k)`, the rows of $Hc=Ec$ read

$$\sum_k K_kc_k=Ec_0,\qquad K_kc_0+d_kc_k=Ec_k .$$

The proof evaluates the matrix product row by row.

```lean
/-- The eigenvalue equation, written as one equation for the reference and one for each
pair excitation. -/
theorem eigen_iff (d K : ι → ℝ) (E : ℝ) (c : Option ι → ℝ) :
    pairMatrix d K *ᵥ c = E • c ↔
      (∑ k, K k * c (some k) = E * c none) ∧
        ∀ k, K k * c none + d k * c (some k) = E * c (some k) := by
  have h0 : (pairMatrix d K *ᵥ c) none = ∑ k, K k * c (some k) := by
    simp [Matrix.mulVec, dotProduct, Fintype.sum_option, pairMatrix]
  have hk : ∀ k, (pairMatrix d K *ᵥ c) (some k) = K k * c none + d k * c (some k) := by
    intro k
    simp [Matrix.mulVec, dotProduct, Fintype.sum_option, pairMatrix]
  constructor
  · intro h
    refine ⟨?_, fun k => ?_⟩
    · rw [← h0, h, Pi.smul_apply, smul_eq_mul]
    · rw [← hk, h, Pi.smul_apply, smul_eq_mul]
  · rintro ⟨h1, h2⟩
    funext i
    cases i with
    | none => rw [h0, h1, Pi.smul_apply, smul_eq_mul]
    | some k => rw [hk, h2, Pi.smul_apply, smul_eq_mul]
```

The second equation gives $(d_k-E)c_k=-K_kc_0$. For $E<d_k$ we may divide:

$$c_k=-\frac{K_kc_0}{d_k-E}.$$

```lean
/-- In an eigenvector whose energy lies below `d k`, the amplitude of excitation `k` is
`-K k * c₀ / (d k - E)`, where `c₀` is the reference amplitude. -/
theorem amplitude {d K : ι → ℝ} {E : ℝ} {c : Option ι → ℝ} {k : ι}
    (h : pairMatrix d K *ᵥ c = E • c) (hk : E < d k) :
    c (some k) = -(K k * c none) / (d k - E) := by
  have h2 := ((eigen_iff d K E c).1 h).2 k
  rw [eq_div_iff (sub_pos.2 hk).ne']
  linear_combination h2
```

Let $E$ lie below every $d_k$. If $c_0=0$, all $c_k$ vanish too, contradicting $c\ne0$. Inserting the amplitudes into the reference row gives

$$-c_0\sum_k\frac{K_k^2}{d_k-E}=Ec_0,$$

so $s(E)c_0=0$, and cancelling $c_0$ leaves $s(E)=0$.

```lean
/-- An eigenvector whose energy lies below all `d k` has a nonzero reference amplitude, and its
energy is a zero of the secular function. -/
theorem secular_eq_zero {d K : ι → ℝ} {E : ℝ} {c : Option ι → ℝ} (hc : c ≠ 0)
    (h : pairMatrix d K *ᵥ c = E • c) (hE : ∀ k, E < d k) :
    c none ≠ 0 ∧ secular d K E = 0 := by
  have h0 : c none ≠ 0 := by
    intro h0
    apply hc
    funext i
    cases i with
    | none => exact h0
    | some k =>
      rw [amplitude h (hE k), h0]
      simp
  refine ⟨h0, mul_right_cancel₀ h0 ?_⟩
  -- insert the amplitudes into the reference equation
  have h1 := ((eigen_iff d K E c).1 h).1
  have hs : ∑ k, K k ^ 2 / (d k - E) * c none = -∑ k, K k * c (some k) := by
    rw [← Finset.sum_neg_distrib]
    refine Finset.sum_congr rfl fun k _ => ?_
    rw [amplitude h (hE k)]
    ring
  unfold secular
  rw [zero_mul, add_mul, Finset.sum_mul, hs, h1]
  ring
```

Such an eigenvalue is the lowest. If $\mu<E$ were another, then $0<d_k-E<d_k-\mu$, so each fraction in $s(\mu)$ is at most the one in $s(E)$. Hence $s(\mu)<s(E)$, although both must vanish.

```lean
/-- An eigenvector whose energy lies below all `d k` is a ground state. -/
theorem isGroundState_of_lt {d K : ι → ℝ} {E : ℝ} {c : Option ι → ℝ} (hc : c ≠ 0)
    (h : pairMatrix d K *ᵥ c = E • c) (hE : ∀ k, E < d k) : IsGroundState d K E c := by
  refine ⟨hc, h, fun μ v hv hμ => ?_⟩
  by_contra hlt
  have hlt' : μ < E := not_le.1 hlt
  have h1 := (secular_eq_zero hc h hE).2
  have h2 := (secular_eq_zero hv hμ fun k => hlt'.trans (hE k)).2
  -- the secular function increases strictly below all `d k`
  have hs : ∑ k, K k ^ 2 / (d k - μ) ≤ ∑ k, K k ^ 2 / (d k - E) :=
    Finset.sum_le_sum fun k _ =>
      div_le_div_of_nonneg_left (sq_nonneg _) (sub_pos.2 (hE k)) (by linarith)
  unfold secular at h1 h2
  linarith
```

## A root below every excitation energy

Let $d_k>0$ and $M=\sum_kK_k^2/d_k\ge0$. Then

$$s(-M)=-M+\sum_k\frac{K_k^2}{d_k+M}\le0,\qquad s(0)=M\ge0 .$$

The denominators are positive on $[-M,0]$, so $s$ is continuous there and the intermediate value theorem gives a root $E\le0$. Take $c_0=1$ and $c_k=-K_k/(d_k-E)$. The reference row is then $s(E)=0$, and the other rows are $(d_k-E)c_k=-K_k$. By the previous step this eigenvector is a ground state.

```lean
/-- For positive excitation energies there is a ground state, with energy at most zero. -/
theorem exists_groundState (d K : ι → ℝ) (hd : ∀ k, 0 < d k) :
    ∃ (E : ℝ) (c : Option ι → ℝ), E ≤ 0 ∧ IsGroundState d K E c := by
  obtain ⟨M, hM⟩ : ∃ M, M = ∑ k, K k ^ 2 / d k := ⟨_, rfl⟩
  have hM0 : 0 ≤ M := by
    rw [hM]
    exact Finset.sum_nonneg fun k _ => div_nonneg (sq_nonneg _) (hd k).le
  have hcont : ContinuousOn (secular d K) (Set.Icc (-M) 0) := by
    unfold secular
    refine continuousOn_id.add (continuousOn_finsetSum _ fun k _ => ?_)
    refine continuousOn_const.div (continuousOn_const.sub continuousOn_id) fun x hx => ?_
    exact (sub_pos.2 (lt_of_le_of_lt hx.2 (hd k))).ne'
  have hlow : secular d K (-M) ≤ 0 := by
    have hs : ∑ k, K k ^ 2 / (d k - -M) ≤ ∑ k, K k ^ 2 / d k :=
      Finset.sum_le_sum fun k _ =>
        div_le_div_of_nonneg_left (sq_nonneg _) (hd k) (by linarith)
    unfold secular
    linarith
  have hhigh : 0 ≤ secular d K 0 := by
    simp only [secular, sub_zero, zero_add]
    rw [← hM]
    exact hM0
  -- a root of the secular function between `-M` and `0`
  obtain ⟨E, hE, hroot⟩ :=
    intermediate_value_Icc (neg_nonpos.2 hM0) hcont ⟨hlow, hhigh⟩
  have hlt : ∀ k, E < d k := fun k => lt_of_le_of_lt hE.2 (hd k)
  refine ⟨E, fun i => i.elim 1 fun k => -K k / (d k - E), hE.2,
    isGroundState_of_lt ?_ ((eigen_iff _ _ _ _).2 ⟨?_, fun k => ?_⟩) hlt⟩
  · intro h
    have h1 := congrFun h none
    simp at h1
  · change ∑ k, K k * (-K k / (d k - E)) = E * 1
    have hs : ∑ k, K k * (-K k / (d k - E)) = -∑ k, K k ^ 2 / (d k - E) := by
      rw [← Finset.sum_neg_distrib]
      exact Finset.sum_congr rfl fun k _ => by ring
    unfold secular at hroot
    linarith
  · change K k * 1 + d k * (-K k / (d k - E)) = E * (-K k / (d k - E))
    have h1 : -K k / (d k - E) * (d k - E) = -K k :=
      div_mul_cancel₀ _ (sub_pos.2 (hlt k)).ne'
    linear_combination h1
```

Any ground-state energy is at most this root, so $E\le0<d_k$ for every $k$.

```lean
/-- For positive excitation energies the ground-state energy lies below every `d k`. -/
theorem energy_lt {d K : ι → ℝ} {E : ℝ} {c : Option ι → ℝ} (hd : ∀ k, 0 < d k)
    (h : IsGroundState d K E c) (k : ι) : E < d k := by
  obtain ⟨μ, v, hμ, hv⟩ := exists_groundState d K hd
  have h1 := h.2.2 μ v hv.1 hv.2.1
  linarith [hd k]
```

## The signs, in both directions

The amplitude formula now applies to every ground state, and $c_0\ne0$. For $K_k>0$,

$$c_0c_k=-\frac{K_kc_0^2}{d_k-E}<0 .$$

```lean
/-- For positive excitation energies and couplings, every ground state has a nonzero reference
amplitude, and all its other amplitudes have the opposite sign. -/
theorem groundState_signs {d K : ι → ℝ} {E : ℝ} {c : Option ι → ℝ} (hd : ∀ k, 0 < d k)
    (hK : ∀ k, 0 < K k) (h : IsGroundState d K E c) :
    c none ≠ 0 ∧ ∀ k, c none * c (some k) < 0 := by
  have hlt := energy_lt hd h
  have h0 := (secular_eq_zero h.1 h.2.1 hlt).1
  refine ⟨h0, fun k => ?_⟩
  have hsq : 0 < c none ^ 2 := by positivity
  have hpos : 0 < K k * c none ^ 2 / (d k - E) :=
    div_pos (mul_pos (hK k) hsq) (sub_pos.2 (hlt k))
  have heq : c none * c (some k) = -(K k * c none ^ 2 / (d k - E)) := by
    rw [amplitude h.2.1 (hlt k)]
    ring
  linarith
```

Conversely, let an eigenvector have $c_0\ne0$ and $c_0c_k<0$ for all $k$. Multiplying row $k$ by $c_0$ gives

$$(d_k-E)\,c_0c_k=-K_kc_0^2<0,$$

so $d_k-E>0$ for every $k$, and the eigenvector is a ground state. Lean assumes $d_k\le E$ and lets `nlinarith` find the sign contradiction. This direction assumes $K_k>0$ but not $d_k>0$.

```lean
/-- Conversely, for positive couplings, an eigenvector with nonzero reference amplitude and all
other amplitudes of the opposite sign is a ground state. -/
theorem isGroundState_of_signs {d K : ι → ℝ} {E : ℝ} {c : Option ι → ℝ} (hK : ∀ k, 0 < K k)
    (h : pairMatrix d K *ᵥ c = E • c) (h0 : c none ≠ 0)
    (hs : ∀ k, c none * c (some k) < 0) : IsGroundState d K E c := by
  refine isGroundState_of_lt (fun hc => h0 (congrFun hc none)) h fun k => ?_
  by_contra hle
  have hle' : d k ≤ E := not_lt.1 hle
  have h2 := ((eigen_iff d K E c).1 h).2 k
  have hsq : 0 < c none ^ 2 := by positivity
  have heq : (d k - E) * (c none * c (some k)) = -(K k * c none ^ 2) := by
    linear_combination c none * h2
  nlinarith [mul_nonneg (sub_nonneg.2 hle') (neg_nonneg.2 (hs k).le), mul_pos (hK k) hsq]
```

## Energy lowering and uniqueness

With at least one excitation, the secular equation gives

$$E=-\sum_k\frac{K_k^2}{d_k-E}<0,$$

so mixing in the pairs lowers the energy below that of the reference.

```lean
/-- With at least one pair excitation, and positive excitation energies and couplings, the
ground-state energy is strictly negative. -/
theorem energy_neg [Nonempty ι] {d K : ι → ℝ} {E : ℝ} {c : Option ι → ℝ}
    (hd : ∀ k, 0 < d k) (hK : ∀ k, 0 < K k) (h : IsGroundState d K E c) : E < 0 := by
  have hlt := energy_lt hd h
  have h1 := (secular_eq_zero h.1 h.2.1 hlt).2
  have hpos : 0 < ∑ k, K k ^ 2 / (d k - E) :=
    Finset.sum_pos (fun k _ => div_pos (pow_pos (hK k) 2) (sub_pos.2 (hlt k)))
      Finset.univ_nonempty
  unfold secular at h1
  linarith
```

Finally, let $c$ and $v$ be ground states; minimality gives them the same $E$. With $a=v_0/c_0$,

$$v_k=-\frac{K_k\,a c_0}{d_k-E}=a c_k ,$$

so $v=ac$ and the level is non-degenerate. This holds for couplings of any sign.

```lean
/-- For positive excitation energies, any two ground states of the same energy are
proportional. -/
theorem groundState_unique {d K : ι → ℝ} {E : ℝ} {c v : Option ι → ℝ} (hd : ∀ k, 0 < d k)
    (hc : IsGroundState d K E c) (hv : IsGroundState d K E v) : ∃ a : ℝ, v = a • c := by
  have hlt := energy_lt hd hc
  have h0 := (secular_eq_zero hc.1 hc.2.1 hlt).1
  obtain ⟨a, ha⟩ : ∃ a, v none = a * c none :=
    ⟨v none / c none, (div_mul_cancel₀ _ h0).symm⟩
  refine ⟨a, funext fun i => ?_⟩
  cases i with
  | none => exact ha
  | some k =>
    rw [Pi.smul_apply, smul_eq_mul, amplitude hv.2.1 (hlt k), amplitude hc.2.1 (hlt k), ha]
    ring

end

end NaturalAmplitudeSigns
```

```lean
#print axioms NaturalAmplitudeSigns.groundState_signs
-- 'NaturalAmplitudeSigns.groundState_signs' depends on axioms: [propext, Classical.choice, Quot.sound]
#print axioms NaturalAmplitudeSigns.isGroundState_of_signs
-- 'NaturalAmplitudeSigns.isGroundState_of_signs' depends on axioms: [propext, Classical.choice, Quot.sound]
#print axioms NaturalAmplitudeSigns.energy_neg
-- 'NaturalAmplitudeSigns.energy_neg' depends on axioms: [propext, Classical.choice, Quot.sound]
#print axioms NaturalAmplitudeSigns.groundState_unique
-- 'NaturalAmplitudeSigns.groundState_unique' depends on axioms: [propext, Classical.choice, Quot.sound]
```
